# Hooke's atom has cubic-times-Gaussian s-states at exactly two trap frequencies, \((5\pm\sqrt{17})/24\)

Two electrons in a three-dimensional isotropic harmonic trap of frequency \(w\), repelling each other by the Coulomb force, form Hooke's atom. The centre of mass separates off. In Hartree atomic units and for zero relative angular momentum, the relative motion at electron distance \(r>0\) obeys

\[
-u''+\Bigl(\frac{w^2r^2}{4}+\frac1r\Bigr)u=Eu ,
\]

where \(u\) is \(r\) times the relative wave function and \(E\) is the energy of the relative motion alone. We look for states of the form

\[
u(r)=r\,p(r)\,e^{-wr^2/4},\qquad p(r)=\sum_k c_k r^k,
\]

with \(p\) a real polynomial. The condition \(p(0)=1\) fixes the scale of \(u\), which is therefore not normalised to one; energies and nodes don't depend on that scale. It excludes no state: if \(c_0=0\), the coefficient equations below give \(c_1=0\) and then \(c_k=0\) for every \(k\).

The claim is that such a state with \(p\) of degree three exists, at some energy, if and only if \(w=(5-\sqrt{17})/24\) or \(w=(5+\sqrt{17})/24\). At the lower frequency \(p\) has no positive root, and at the upper one it has exactly one. For this two-electron model the result supplies two closed-form correlated states against which a numerical method can be tested. The total energy of the two electrons is \(E\) plus the centre-of-mass energy, which is \(3w/2\) in the centre-of-mass ground state. Polynomials of other degrees can give closed-form states at other frequencies; for example, \(p=1+r/2\) does so at \(w=1/2\).

## From the radial equation to a quadratic in the frequency

Put \(q=rp\). Differentiating \(q\,e^{-wr^2/4}\) twice gives

\[
u''=\Bigl(q''-wrq'-\frac w2q+\frac{w^2r^2}{4}q\Bigr)e^{-wr^2/4}.
\]

In the radial equation the two terms in \(w^2r^2/4\) cancel. With \(q'=p+rp'\) and \(q''=2p'+rp''\), what remains is

\[
rp''+(2-wr^2)p'+(\kappa r-1)p=0,\qquad \kappa=E-\frac{3w}{2}.
\]

The constant term gives \(2c_1-c_0=0\), and the coefficient of \(r^{k+1}\) gives

\[
(k+2)(k+3)c_{k+2}-c_{k+1}+(\kappa-wk)c_k=0,\qquad k\ge0.
\]

If \(p\) has degree \(n\), setting \(k=n\) leaves \((\kappa-wn)c_n=0\), so \(\kappa=wn\) and \(E=w(n+\tfrac32)\). For a cubic, \(\kappa=3w\) and \(E=9w/2\).

With \(c_0=1\), the constant term gives \(c_1=\tfrac12\), the cusp condition for an s-wave electron pair. The next two equations are

\[
6c_2=\tfrac12-3w,\qquad 12c_3=c_2-2wc_1,
\]

hence

\[
c_2=\frac{1-6w}{12},\qquad c_3=\frac{1-18w}{144}.
\]

Since \(c_4=0\), the equation for \(k=2\) is \(c_3=wc_2\), which becomes

\[
72w^2-30w+1=0,\qquad w=\frac{5\pm\sqrt{17}}{24}.
\]

Conversely, at either root every coefficient equation holds. The degree really is three, because \(c_3=0\) would require \(w=1/18\), where the quadratic equals \(-4/9\).

## Positive roots of the two cubics

Since \(\sqrt{17}>4\), the lower frequency is below \(1/24\). Then \(c_2\) and \(c_3\) are positive, and \(p(r)>0\) for all \(r>0\).

The upper frequency exceeds \(3/8\), so \(c_2<0\) and \(c_3<-1/72\). Therefore \(p(0)=1\), while \(p(10)<1+5-1000/72<0\), and there is a root in between. If \(x\) and \(y\) are both positive roots, then

\[
0=y\,p(x)-x\,p(y)=(y-x)\bigl(1-c_2xy-c_3xy(x+y)\bigr).
\]

The last factor is positive, so \(x=y\).

## The two states in numbers

With \(\sqrt{17}\approx4.12311\), the lower frequency is \(w\approx0.03654\), with \(E\approx0.1644\) hartree and

\[
p(r)\approx1+0.5r+0.06506r^2+0.002377r^3 .
\]

The condition \(c_3=wc_2\) can be checked directly: \(0.03654\times0.06506\approx0.002377\).

The upper frequency is \(w\approx0.38013\), with \(E\approx1.7106\) hartree and

\[
p(r)\approx1+0.5r-0.10673r^2-0.040572r^3 .
\]

Here \(p(3.3)\approx0.030\) and \(p(3.32)\approx-0.001\), which places the node near \(r=3.319\) bohr.

## The Schrödinger equation and its polynomial form in Lean

```lean
import Mathlib

open Polynomial

namespace HookeAtomCubic

noncomputable section
```

The radial function is an ordinary real function built from a polynomial `p : ℝ[X]`.

```lean
/-- The radial function `u(r) = r p(r) exp(-w r² / 4)` of the relative motion. -/
def radial (w : ℝ) (p : ℝ[X]) (r : ℝ) : ℝ :=
  r * p.eval r * Real.exp (-(w * r ^ 2 / 4))
```

The predicate `IsStationary w E p` states the radial equation with actual second derivatives, at every positive distance. It contains no condition of square integrability. At the two frequencies found, \(w>0\), so the Gaussian makes \(u\) decay, and the factor \(r\) makes it vanish at the origin.

```lean
/-- The s-wave radial Schrödinger equation for two electrons in a harmonic trap:
`-u'' + (w² r² / 4 + 1 / r) u = E u` at every distance `r > 0`. -/
def IsStationary (w E : ℝ) (p : ℝ[X]) : Prop :=
  ∀ r : ℝ, 0 < r → -deriv (deriv (radial w p)) r
    + (w ^ 2 * r ^ 2 / 4 + 1 / r) * radial w p r = E * radial w p r
```

The polynomial equation is expressed by an operator whose value is again a polynomial. Here `X` plays the role of \(r\), and `C` turns a real number into a constant polynomial.

```lean
/-- The left-hand side `r p'' + (2 - w r²) p' + (κ r - 1) p` of the equation for the
polynomial factor. -/
def hookeOp (w κ : ℝ) (p : ℝ[X]) : ℝ[X] :=
  X * derivative (derivative p) + (C 2 - C w * X ^ 2) * derivative p + (C κ * X - 1) * p
```

The candidate solution is defined for every real \(w\), including values at which it solves nothing.

```lean
/-- The cubic `1 + r/2 + (1 - 6w) r²/12 + (1 - 18w) r³/144`. -/
def cubic (w : ℝ) : ℝ[X] :=
  C ((1 - 18 * w) / 144) * X ^ 3 + C ((1 - 6 * w) / 12) * X ^ 2 + C (1 / 2) * X + C 1
```

## Differentiating through the Gaussian

One derivative sends the polynomial factor \(q\) to \(q'-\tfrac w2rq\). The result has the same form, so the lemma can be applied twice.

```lean
/-- The derivative of a polynomial `q` times the Gaussian is the polynomial
`q' - (w/2) r q` times the same Gaussian. -/
theorem hasDerivAt_gauss (w : ℝ) (q : ℝ[X]) (r : ℝ) :
    HasDerivAt (fun x => q.eval x * Real.exp (-(w * x ^ 2 / 4)))
      ((derivative q - C (w / 2) * X * q).eval r * Real.exp (-(w * r ^ 2 / 4))) r := by
  have h2 : HasDerivAt (fun x : ℝ => x ^ 2) (2 * r) r := by
    simpa using hasDerivAt_pow 2 r
  have h1 : HasDerivAt (fun x : ℝ => -(w * x ^ 2 / 4)) (-(w * r / 2)) r :=
    ((h2.const_mul w).div_const 4).fun_neg.congr_deriv (by ring)
  exact ((q.hasDerivAt r).fun_mul h1.exp).congr_deriv (by
    simp only [eval_sub, eval_mul, eval_C, eval_X]; ring)
```

In the equivalence below, `key` shows that the residual of the Schrödinger equation is minus the polynomial residual times the Gaussian. The auxiliary `hc` cancels \(1/r\) against \(r\). From left to right, the nonzero exponential is divided out; the remaining polynomial vanishes on the whole half-line, has infinitely many roots, and so is zero. The other direction is substitution.

```lean
/-- The radial Schrödinger equation at energy `E` is equivalent to the polynomial equation
with `κ = E - 3w/2`. -/
theorem isStationary_iff (w E : ℝ) (p : ℝ[X]) :
    IsStationary w E p ↔ hookeOp w (E - 3 * w / 2) p = 0 := by
  have h0 : radial w p = fun x => (X * p).eval x * Real.exp (-(w * x ^ 2 / 4)) := by
    funext x
    simp only [radial, eval_mul, eval_X]
  have d1 : deriv (fun x => (X * p).eval x * Real.exp (-(w * x ^ 2 / 4))) =
      fun x => (derivative (X * p) - C (w / 2) * X * (X * p)).eval x
        * Real.exp (-(w * x ^ 2 / 4)) :=
    funext fun x => (hasDerivAt_gauss w (X * p) x).deriv
  -- the Schrödinger residual is minus the polynomial residual times the Gaussian
  have key : ∀ r : ℝ, 0 < r → -deriv (deriv (radial w p)) r
      + (w ^ 2 * r ^ 2 / 4 + 1 / r) * radial w p r - E * radial w p r
      = -((hookeOp w (E - 3 * w / 2) p).eval r * Real.exp (-(w * r ^ 2 / 4))) := by
    intro r hr
    have hc : 1 / r * (r * p.eval r * Real.exp (-(w * r ^ 2 / 4)))
        = p.eval r * Real.exp (-(w * r ^ 2 / 4)) := by
      have hr' : 1 / r * r = 1 := one_div_mul_cancel hr.ne'
      linear_combination (p.eval r * Real.exp (-(w * r ^ 2 / 4))) * hr'
    rw [h0, d1, (hasDerivAt_gauss w _ r).deriv]
    simp only [hookeOp, derivative_mul, derivative_sub, derivative_add, derivative_X,
      derivative_C, derivative_one, eval_add, eval_sub, eval_mul, eval_C, eval_X, eval_pow,
      eval_one, eval_zero]
    linear_combination hc
  constructor
  · intro h
    -- a polynomial that vanishes on a half-line is zero
    refine eq_zero_of_infinite_isRoot _ ((Set.Ioi_infinite (0 : ℝ)).mono fun r hr => ?_)
    have h1 := key r hr
    rw [h r hr, sub_self] at h1
    exact (mul_eq_zero.mp (neg_eq_zero.mp h1.symm)).resolve_right (Real.exp_pos _).ne'
  · intro h r hr
    have h1 := key r hr
    rw [h, eval_zero, zero_mul, neg_zero] at h1
    exact sub_eq_zero.mp h1
```

## Coefficients and the energy

The recursion is stated for the coefficient of \(r^{k+1}\), with `p.coeff k` standing for \(c_k\). The proof writes \(r^2p'\) as \(r(rp')\), because the \(k\)-th coefficient of \(rp'\) is simply \(kc_k\).

```lean
/-- The coefficient of `r^(k+1)` in `hookeOp w κ p`, expressed through the coefficients of `p` at
`k`, `k + 1` and `k + 2`. -/
theorem coeff_hookeOp_succ (w κ : ℝ) (p : ℝ[X]) (k : ℕ) :
    (hookeOp w κ p).coeff (k + 1) = ((k : ℝ) + 2) * (k + 3) * p.coeff (k + 2)
      - p.coeff (k + 1) + (κ - w * k) * p.coeff k := by
  have hx : (X * derivative p).coeff k = k * p.coeff k := by
    cases k with
    | zero => simp
    | succ m => rw [coeff_X_mul, coeff_derivative]; push_cast; ring
  have e : k + 1 + 1 = k + 2 := rfl
  have h : hookeOp w κ p = X * derivative (derivative p) + C 2 * derivative p
      - C w * (X * (X * derivative p)) + C κ * (X * p) - p := by
    unfold hookeOp; ring
  rw [h]
  simp only [coeff_add, coeff_sub, coeff_C_mul, coeff_X_mul, hx, coeff_derivative, e]
  push_cast
  ring
```

Evaluating it at \(k=n\), the degree `p.natDegree`, removes the two higher coefficients. The leading coefficient of a nonzero polynomial is nonzero, which forces the energy.

```lean
/-- A stationary state with a nonzero polynomial factor of degree `n` has energy
`E = w (n + 3/2)`. -/
theorem energy_eq {w E : ℝ} {p : ℝ[X]} (hp : p ≠ 0) (h : IsStationary w E p) :
    E = w * (p.natDegree + 3 / 2) := by
  have h1 := coeff_hookeOp_succ w (E - 3 * w / 2) p p.natDegree
  rw [(isStationary_iff w E p).mp h, coeff_zero,
    coeff_eq_zero_of_natDegree_lt (show p.natDegree < p.natDegree + 2 by omega),
    coeff_eq_zero_of_natDegree_lt (show p.natDegree < p.natDegree + 1 by omega)] at h1
  have h2 : (E - 3 * w / 2 - w * p.natDegree) * p.coeff p.natDegree = 0 := by linarith
  have h3 := (mul_eq_zero.mp h2).resolve_right (leadingCoeff_ne_zero.mpr hp)
  linarith
```

## The explicit cubic and the two frequencies

The next theorem fixes \(\kappa=3w\) and characterises all cubic solutions with \(p(0)=1\). In the forward direction `c1` comes from the constant term, and `e1`, `e2`, `e3` are the recursion at \(k=0,1,2\). They yield \(c_2\), \(c_3\) and the quadratic in turn, after which `p` is reassembled from its coefficients. In the converse, `hne` excludes \(w=1/18\), and substitution leaves a multiple of \(r^3\) times the quadratic.

```lean
/-- A cubic with `p(0) = 1` solves `r p'' + (2 - w r²) p' + (3 w r - 1) p = 0` exactly when
`72 w² - 30 w + 1 = 0` and `p` is the explicit cubic. -/
theorem hookeOp_cubic_iff (w : ℝ) (p : ℝ[X]) :
    (p.natDegree = 3 ∧ p.eval 0 = 1 ∧ hookeOp w (3 * w) p = 0) ↔
      (72 * w ^ 2 - 30 * w + 1 = 0 ∧ p = cubic w) := by
  constructor
  · rintro ⟨hd, hn, h⟩
    have c0 : p.coeff 0 = 1 := by rw [coeff_zero_eq_eval_zero, hn]
    have c4 : p.coeff 4 = 0 := coeff_eq_zero_of_natDegree_lt (by omega)
    -- the constant term is the electron-electron cusp condition
    have c1 : p.coeff 1 = 1 / 2 := by
      have e0 := congrArg (fun q : ℝ[X] => q.coeff 0) h
      simp [hookeOp, mul_coeff_zero, coeff_derivative, c0] at e0
      linarith
    have e1 := coeff_hookeOp_succ w (3 * w) p 0
    have e2 := coeff_hookeOp_succ w (3 * w) p 1
    have e3 := coeff_hookeOp_succ w (3 * w) p 2
    simp only [h, coeff_zero, Nat.reduceAdd, Nat.cast_ofNat, Nat.cast_zero,
      Nat.cast_one] at e1 e2 e3
    rw [c0, c1] at e1
    have c2 : p.coeff 2 = (1 - 6 * w) / 12 := by linarith
    rw [c1, c2] at e2
    have c3 : p.coeff 3 = (1 - 18 * w) / 144 := by linarith
    rw [c2, c3, c4] at e3
    refine ⟨by linear_combination 144 * e3, ?_⟩
    have hs := p.as_sum_range_C_mul_X_pow
    rw [hd] at hs
    simp only [Finset.sum_range_succ, Finset.sum_range_zero, c0, c1, c2, c3] at hs
    refine hs.trans ?_
    unfold cubic
    ring
  · rintro ⟨hw, rfl⟩
    have hne : (1 - 18 * w) / 144 ≠ 0 := by
      intro h
      have h' : w = 1 / 18 := by linarith
      rw [h'] at hw
      norm_num at hw
    refine ⟨natDegree_cubic hne, by simp [cubic], ?_⟩
    refine Polynomial.funext fun r => ?_
    simp [hookeOp, cubic]
    linear_combination (-(r ^ 3) / 144) * hw
```

The main theorem quantifies over the energy as well as the polynomial, so the value \(9w/2\) is derived by `energy_eq` and not assumed. It holds for every real `w`, with no positivity hypothesis. The forward direction factorises the quadratic using \(\sqrt{17}^{\,2}=17\); the backward direction supplies `cubic w` at energy `9 * w / 2`.

```lean
/-- **Cubic states of Hooke's atom.** A stationary state with a cubic factor, `p(0) = 1`,
exists at some energy if and only if `w = (5 - √17)/24` or `w = (5 + √17)/24`. -/
theorem exists_cubic_state_iff (w : ℝ) :
    (∃ (E : ℝ) (p : ℝ[X]), p.natDegree = 3 ∧ p.eval 0 = 1 ∧ IsStationary w E p) ↔
      (w = (5 - √17) / 24 ∨ w = (5 + √17) / 24) := by
  have hs : √17 ^ 2 = (17 : ℝ) := Real.sq_sqrt (by norm_num)
  constructor
  · rintro ⟨E, p, hd, hn, h⟩
    have hp : p ≠ 0 := by rintro rfl; simp at hn
    have hE := energy_eq hp h
    rw [hd] at hE
    have hk : E - 3 * w / 2 = 3 * w := by rw [hE]; push_cast; ring
    rw [isStationary_iff, hk] at h
    have hw := ((hookeOp_cubic_iff w p).mp ⟨hd, hn, h⟩).1
    have hf : (w - (5 - √17) / 24) * (w - (5 + √17) / 24) = 0 := by
      linear_combination hw / 72 - hs / 576
    exact (mul_eq_zero.mp hf).imp sub_eq_zero.mp sub_eq_zero.mp
  · intro h
    have hw : 72 * w ^ 2 - 30 * w + 1 = 0 := by
      rcases h with rfl | rfl <;> linear_combination hs / 8
    obtain ⟨hd, hn, ho⟩ := (hookeOp_cubic_iff w (cubic w)).mpr ⟨hw, rfl⟩
    refine ⟨9 * w / 2, cubic w, hd, hn, (isStationary_iff _ _ _).mpr ?_⟩
    rwa [show 9 * w / 2 - 3 * w / 2 = 3 * w by ring]
```

## Nodes in Lean

Both node theorems take a cubic solution of the polynomial equation with \(\kappa=3w\), which by `isStationary_iff` is the Schrödinger equation at \(E=9w/2\). The preceding characterisation identifies `p` with the explicit cubic. At the lower frequency, `hb` and `hc` record that \(c_2\) and \(c_3\) are positive, and `positivity` finishes the proof.

```lean
/-- At `w = (5 - √17)/24` a cubic solution with `p(0) = 1` is positive at every distance
`r > 0`. -/
theorem no_node_lower {p : ℝ[X]} (hd : p.natDegree = 3) (hn : p.eval 0 = 1)
    (h : hookeOp ((5 - √17) / 24) (3 * ((5 - √17) / 24)) p = 0) {r : ℝ} (hr : 0 < r) :
    0 < p.eval r := by
  rw [((hookeOp_cubic_iff _ p).mp ⟨hd, hn, h⟩).2]
  have hs : (4 : ℝ) < √17 := Real.lt_sqrt_of_sq_lt (by norm_num)
  simp only [cubic, eval_add, eval_mul, eval_C, eval_X, eval_pow]
  have hb : 0 < (1 - 6 * ((5 - √17) / 24)) / 12 := by linarith
  have hc : 0 < (1 - 18 * ((5 - √17) / 24)) / 144 := by linarith
  positivity
```

At the upper frequency, `b` and `c` are \(c_2\) and \(c_3\). The intermediate value theorem on \([0,10]\) gives a root `x`, which is positive because \(p(0)=1\). The identity `hf` is the factorisation derived above, and `hpos` shows that its second factor is positive. The quantifier `∃!` expresses that there is one positive root and no other.

```lean
/-- At `w = (5 + √17)/24` a cubic solution with `p(0) = 1` has exactly one node `r > 0`. -/
theorem one_node_upper {p : ℝ[X]} (hd : p.natDegree = 3) (hn : p.eval 0 = 1)
    (h : hookeOp ((5 + √17) / 24) (3 * ((5 + √17) / 24)) p = 0) :
    ∃! r : ℝ, 0 < r ∧ p.eval r = 0 := by
  have hp := ((hookeOp_cubic_iff _ p).mp ⟨hd, hn, h⟩).2
  have hs : (4 : ℝ) < √17 := Real.lt_sqrt_of_sq_lt (by norm_num)
  obtain ⟨b, c, hb, hc, he⟩ : ∃ b c : ℝ, b < 0 ∧ c < -1 / 72 ∧
      ∀ r, p.eval r = c * r ^ 3 + b * r ^ 2 + 1 / 2 * r + 1 :=
    ⟨(1 - 6 * ((5 + √17) / 24)) / 12, (1 - 18 * ((5 + √17) / 24)) / 144,
      by linarith, by linarith, fun r => by
        rw [hp]; simp only [cubic, eval_add, eval_mul, eval_C, eval_X, eval_pow]⟩
  -- the sign changes between r = 0 and r = 10
  have h10 : p.eval 10 ≤ 0 := by rw [he]; linarith
  obtain ⟨x, hx, hx0⟩ := intermediate_value_Icc' (show (0 : ℝ) ≤ 10 by norm_num)
    p.continuous.continuousOn ⟨h10, by rw [hn]; norm_num⟩
  have hxpos : 0 < x := by
    refine lt_of_le_of_ne hx.1 ?_
    rintro rfl
    have h01 : p.eval 0 = 0 := hx0
    rw [hn] at h01
    norm_num at h01
  refine ⟨x, ⟨hxpos, hx0⟩, ?_⟩
  rintro y ⟨hy, hy0⟩
  have ex : c * x ^ 3 + b * x ^ 2 + 1 / 2 * x + 1 = 0 := (he x).symm.trans hx0
  have ey : c * y ^ 3 + b * y ^ 2 + 1 / 2 * y + 1 = 0 := (he y).symm.trans hy0
  -- two nodes would make a product with a positive factor vanish
  have hf : (y - x) * (1 + (-b) * (x * y) + (-c) * (x * y * (x + y))) = 0 := by
    linear_combination y * ex - x * ey
  have hb' : 0 < -b := by linarith
  have hc' : 0 < -c := by linarith
  have hpos : 0 < 1 + (-b) * (x * y) + (-c) * (x * y * (x + y)) := by
    have t1 := mul_pos hb' (mul_pos hxpos hy)
    have t2 := mul_pos hc' (mul_pos (mul_pos hxpos hy) (add_pos hxpos hy))
    linarith
  exact sub_eq_zero.mp ((mul_eq_zero.mp hf).resolve_right hpos.ne')

end

end HookeAtomCubic
```

```lean
#print axioms HookeAtomCubic.exists_cubic_state_iff
#print axioms HookeAtomCubic.no_node_lower
#print axioms HookeAtomCubic.one_node_upper
```

```
'HookeAtomCubic.exists_cubic_state_iff' depends on axioms: [propext, Classical.choice, Quot.sound]
'HookeAtomCubic.no_node_lower' depends on axioms: [propext, Classical.choice, Quot.sound]
'HookeAtomCubic.one_node_upper' depends on axioms: [propext, Classical.choice, Quot.sound]
```

By the oscillation theorem for radial equations, which is used here only for interpretation, the nodeless state is the s-wave ground state of the relative motion at its frequency, and the state with one node is the first excited s-wave state at the other.
